# The quadratic form of a Hermitian matrix as a sum of its eigenvalues weighted by squared overlaps with orthonormal eigenvectors

For a finite Hermitian matrix `A` and any complex vector `x`, `expectation_eq` states that the real part of x†Ax is the sum of the eigenvalues of `A`, each multiplied by the squared modulus of the overlap of `x` with the matching vector of an orthonormal eigenbasis. When `x` has norm one this is the expectation value of `A` in the state `x`; for any other nonzero `x`, that value is obtained by dividing by ‖x‖². The eigenvectors are called natural orbitals and the eigenvalues occupations, as they would be for a one-particle density matrix, but `A` is only assumed Hermitian, so the eigenvalues may be negative or greater than one. The proof uses Hermiticity to let `A` act on the eigenvectors instead of on `x`, then expands the inner product of `x` with `A` applied to `x` in the eigenbasis and compares the two sums term by term.

Lean 4 with Mathlib refuses this proof:

```lean
import Mathlib

open Matrix

namespace ExpectationEq

variable {n ι : Type*} [Fintype n] [DecidableEq n] [Fintype ι] {m : ℕ}

/-- The natural orbitals of a Hermitian matrix, in order of decreasing occupation. -/
noncomputable def natOrb {A : Matrix n n ℂ} (hA : A.IsHermitian) :
    OrthonormalBasis (Fin (Fintype.card n)) ℂ (EuclideanSpace ℂ n) :=
  hA.eigenvectorBasis.reindex (Fintype.equivOfCardEq (Fintype.card_fin _)).symm

/-- An expectation value is the sum of the natural occupations, each weighted by the squared
overlap with its natural orbital. -/
theorem expectation_eq {A : Matrix n n ℂ} (hA : A.IsHermitian) (x : EuclideanSpace ℂ n) :
    (star x.ofLp ⬝ᵥ A *ᵥ x.ofLp).re =
      ∑ k, hA.eigenvalues₀ k * ‖inner ℂ (natOrb hA k) x‖ ^ 2 := by
  have hv : ∀ k, A *ᵥ (natOrb hA k).ofLp = hA.eigenvalues₀ k • (natOrb hA k).ofLp := by
    intro k
    unfold natOrb
    rw [OrthonormalBasis.reindex_apply, Equiv.symm_symm, hA.mulVec_eigenvectorBasis]
    simp [Matrix.IsHermitian.eigenvalues]
  -- move the Hermitian matrix onto the natural orbital
  have hb : ∀ k, inner ℂ (natOrb hA k) (WithLp.toLp 2 (A *ᵥ x.ofLp)) =
      (hA.eigenvalues₀ k : ℂ) * inner ℂ (natOrb hA k) x := by
    intro k
    have h := congrArg star (hv k)
    rw [Matrix.star_mulVec, hA.eq, star_smul, star_trivial] at h
    rw [EuclideanSpace.inner_eq_star_dotProduct, EuclideanSpace.inner_eq_star_dotProduct,
      dotProduct_comm, Matrix.dotProduct_mulVec, h, smul_dotProduct, Complex.real_smul,
      dotProduct_comm]
  have e : star x.ofLp ⬝ᵥ A *ᵥ x.ofLp = inner ℂ x (WithLp.toLp 2 (A *ᵥ x.ofLp)) := by
    rw [EuclideanSpace.inner_eq_star_dotProduct, dotProduct_comm]
  rw [e, ← (natOrb hA).sum_inner_mul_inner, Complex.re_sum]
  refine Finset.sum_congr rfl fun k _ => ?_
  rw [hb, ← inner_conj_symm x (natOrb hA k), Complex.sq_norm, Complex.normSq_apply]
  simp only [Complex.mul_re, Complex.mul_im, Complex.conj_re, Complex.conj_im,
    Complex.ofReal_re, Complex.ofReal_im]
  ring

end ExpectationEq
```

The compiler's answer:

```
Main.lean:29:46: error(lean.synthInstanceFailed): failed to synthesize instance of type class
  TrivialStar (n → ℂ)

Hint: Type class instance resolution failures can be inspected with the `set_option trace.Meta.synthInstance true` command.
Main.lean:31:49: error: Tactic `rewrite` failed: Did not find an occurrence of the pattern
  ((natOrb hA) k).ofLp ᵥ* A
in the target expression
  star ((natOrb hA) k).ofLp ᵥ* A ⬝ᵥ x.ofLp = ↑(hA.eigenvalues₀ k) * x.ofLp ⬝ᵥ star ((natOrb hA) k).ofLp

n : Type u_1
inst✝¹ : Fintype n
inst✝ : DecidableEq n
A : Matrix n n ℂ
hA : A.IsHermitian
x : EuclideanSpace ℂ n
hv : ∀ (k : Fin (Fintype.card n)), A *ᵥ ((natOrb hA) k).ofLp = hA.eigenvalues₀ k • ((natOrb hA) k).ofLp
k : Fin (Fintype.card n)
h : ((natOrb hA) k).ofLp ᵥ* A = star (hA.eigenvalues₀ k) • ((natOrb hA) k).ofLp
⊢ star ((natOrb hA) k).ofLp ᵥ* A ⬝ᵥ x.ofLp = ↑(hA.eigenvalues₀ k) * x.ofLp ⬝ᵥ star ((natOrb hA) k).ofLp
```

What went wrong. After `star_smul`, the hypothesis `h` contains stars of two kinds: on the eigenvector, where star conjugates each complex entry, and on the real eigenvalue, where it does nothing. The rewrite with `star_trivial` was meant for the eigenvalue, but with no argument given it matched the star on the eigenvector first. That would need star to be trivial on complex vectors, which is false in general, and the first message reports that Lean found no instance `TrivialStar (n → ℂ)`.

The second error follows from the first. Lean carried on after reporting the missing instance, and the `h` it then shows has lost the stars on the eigenvector and kept the one on the eigenvalue. The goal still has the starred eigenvector multiplying `A`, so the left side of `h` does not occur in it and `rw` fails.

The repair writes `star_trivial (hA.eigenvalues₀ k)`, which ties the rewrite to the real eigenvalue, where star is trivial. The eigenvector keeps its star, `h` matches the goal, and the rest of the proof goes through unchanged.

This version goes through:

```diff
@@ -27,5 +27,5 @@
     intro k
     have h := congrArg star (hv k)
-    rw [Matrix.star_mulVec, hA.eq, star_smul, star_trivial] at h
+    rw [Matrix.star_mulVec, hA.eq, star_smul, star_trivial (hA.eigenvalues₀ k)] at h
     rw [EuclideanSpace.inner_eq_star_dotProduct, EuclideanSpace.inner_eq_star_dotProduct,
       dotProduct_comm, Matrix.dotProduct_mulVec, h, smul_dotProduct, Complex.real_smul,
```
